# Every positive definite ultrasoft overlap \(1+PqP^\dagger\) with Hermitian \(q\) equals \(T^\dagger T\) for an invertible \(T=1+PNP^\dagger\)

Take one normalised projector function \(p\) and a real number \(q\). The overlap \(S=1+q\,pp^\dagger\) has eigenvalue \(1+q\) along \(p\) and 1 on everything orthogonal to it. If \(q>-1\), then \(T=1+\nu\,pp^\dagger\) with \(\nu=\sqrt{1+q}-1\) is invertible and satisfies \(T^\dagger T=S\).

I would like the same for many projectors, neither normalised nor orthogonal. Put them into the columns of an \(n\times m\) matrix \(P\), let \(q\) be Hermitian and let \(S=1+PqP^\dagger\) be positive definite. Is there always a Hermitian \(m\times m\) matrix \(N\) that does the job, and must \(P^\dagger P\) be invertible? I'd like a proof that a machine has checked.

## The square root of \(S\) differs from 1 only through the projectors

Yes, there is always such an \(N\), even for linearly dependent projectors. Invertibility of \(P^\dagger P\) matters for uniqueness.

Write \(X=S-1=PqP^\dagger\), and let \(T\) be the positive definite square root of \(S\). Then \(T+1\) is positive definite, so \(W=(T+1)^{-1}\) exists and is Hermitian. From

\[
X=T^2-1=(T-1)(T+1)=(T+1)(T-1)
\]

we get \(XW=WX=T-1\). Also \(X-(T-1)^2=2(T-1)\), hence

\[
T-1=\tfrac12\bigl(X-XW\,WX\bigr)=PNP^\dagger,\qquad
N=\tfrac12\bigl(q-qP^\dagger W^2Pq\bigr).
\]

This \(N\) is Hermitian, and \(T^\dagger T=T^2=S\). Conversely, if \(T\) is invertible, then \(v^\dagger T^\dagger Tv=\|Tv\|^2>0\) for \(v\neq0\), so \(T^\dagger T\) is positive definite.

For the coefficients, set \(G=P^\dagger P\) and multiply out:

\[
T^\dagger T=1+P\,(N+N^\dagger+N^\dagger GN)\,P^\dagger .
\]

If \(G\) is invertible, \(PAP^\dagger=PBP^\dagger\) gives \(GAG=GBG\) and so \(A=B\). Then \(T^\dagger T=S\) is equivalent to the \(m\times m\) equation \(N+N^\dagger+N^\dagger GN=q\). Since the positive square root is unique, so is the \(N\) with positive definite \(T\). Without positivity, \(N'=-N-2G^{-1}\) gives the same overlap, because

\[
N'^\dagger GN'=N^\dagger GN+2N+2N^\dagger+4G^{-1},\qquad
N'+N'^\dagger=-N-N^\dagger-4G^{-1}.
\]

The one-projector formula suggests \(N=\sqrt{1+q}-1\) in general. That solves the quadratic equation for orthonormal projectors, but otherwise it generally fails, because it leaves out \(G\).

## What the Lean statements say about overlaps

The finite types `n` and `m` label an orthonormal basis and the projectors. `augmented P A` is \(1+PAP^\dagger\), used both for the overlap (`A = q`) and for the map (`A = N`); `ᴴ` is the conjugate transpose. `PosDef` includes being Hermitian, and `IsUnit` means invertible.

The main theorem, `overlap_posDef_iff_exists_map`, assumes only that `q` is Hermitian. It says that the overlap is positive definite exactly when a Hermitian `N` with invertible map reproduces it. Positive definiteness stands for every nonzero pseudo-wavefunction having positive norm; it is a condition on the dataset and the geometry, not derived here.

In a finite basis, such a \(T\) turns the generalised ultrasoft eigenproblem \(H\psi=\varepsilon S\psi\) into an ordinary one for \(T^{-\dagger}HT^{-1}\). It need not be the physical PAW transformation, which adds differences of partial waves that may lie outside the span of the projectors.

```lean
import Mathlib

open Matrix
open scoped ComplexOrder MatrixOrder

namespace UltrasoftOverlapFactorization

variable {n m : Type*} [Fintype n] [DecidableEq n] [Fintype m]

/-- The operator `1 + P A Pᴴ`, where the columns of `P` are the projector functions.
It is the ultrasoft overlap for `A = q` and a PAW-type map for `A = N`. -/
def augmented (P : Matrix n m ℂ) (A : Matrix m m ℂ) : Matrix n n ℂ :=
  1 + P * A * Pᴴ

/-- The overlap `Tᴴ T` of a PAW-type map `T = 1 + P N Pᴴ` is again of ultrasoft form, with
coefficient matrix `N + Nᴴ + Nᴴ (Pᴴ P) N`. -/
theorem conjTranspose_mul_augmented (P : Matrix n m ℂ) (N : Matrix m m ℂ) :
    (augmented P N)ᴴ * augmented P N = augmented P (N + Nᴴ + Nᴴ * (Pᴴ * P) * N) := by
  unfold augmented
  simp only [conjTranspose_add, conjTranspose_one, conjTranspose_mul,
    conjTranspose_conjTranspose, Matrix.add_mul, Matrix.mul_add, Matrix.one_mul,
    Matrix.mul_one, Matrix.mul_assoc]
  abel

/-- A positive definite overlap matrix has a positive definite square root. -/
theorem exists_posDef_sqrt {S : Matrix n n ℂ} (hS : S.PosDef) :
    ∃ T : Matrix n n ℂ, T.PosDef ∧ T * T = S := by
  have hmul : CFC.sqrt S * CFC.sqrt S = S :=
    CFC.sqrt_mul_sqrt_self S (Matrix.nonneg_iff_posSemidef.mpr hS.posSemidef)
  have hpos : (CFC.sqrt S).PosSemidef :=
    Matrix.nonneg_iff_posSemidef.mp (CFC.sqrt_nonneg S)
  refine ⟨CFC.sqrt S, hpos.posDef_iff_isUnit.mpr ?_, hmul⟩
  -- the root is invertible because its determinant squares to that of `S`
  have hdet : IsUnit ((CFC.sqrt S).det * (CFC.sqrt S).det) := by
    rw [← Matrix.det_mul, hmul]
    exact (Matrix.isUnit_iff_isUnit_det S).mp hS.isUnit
  exact (Matrix.isUnit_iff_isUnit_det _).mpr (isUnit_of_mul_isUnit_left hdet)

/-- For Hermitian `q` and positive definite overlap `S = 1 + P q Pᴴ`, there is a Hermitian `N`
such that `T = 1 + P N Pᴴ` is positive definite and `Tᴴ T = S`. -/
theorem exists_posDef_map (P : Matrix n m ℂ) {q : Matrix m m ℂ} (hq : q.IsHermitian)
    (hS : (augmented P q).PosDef) :
    ∃ N : Matrix m m ℂ, N.IsHermitian ∧ (augmented P N).PosDef ∧
      (augmented P N)ᴴ * augmented P N = augmented P q := by
  obtain ⟨T, hT, hTT⟩ := exists_posDef_sqrt hS
  obtain ⟨X, hXP⟩ : ∃ X, X = P * q * Pᴴ := ⟨_, rfl⟩
  have hX : X = T * T - 1 := by
    rw [hTT, hXP, augmented]
    abel
  -- `W` is the inverse of `T + 1`
  have hT1 : (T + 1).PosDef := hT.add Matrix.PosDef.one
  have hdet : IsUnit (T + 1).det := (Matrix.isUnit_iff_isUnit_det _).mp hT1.isUnit
  obtain ⟨W, hW⟩ : ∃ W, W = (T + 1)⁻¹ := ⟨_, rfl⟩
  have hWr : (T + 1) * W = 1 := by rw [hW]; exact Matrix.mul_nonsing_inv _ hdet
  have hWl : W * (T + 1) = 1 := by rw [hW]; exact Matrix.nonsing_inv_mul _ hdet
  have hWh : Wᴴ = W := by rw [hW]; exact hT1.isHermitian.inv.eq
  have hXW : X * W = T - 1 := by
    have h : X = (T - 1) * (T + 1) := by rw [hX]; noncomm_ring
    rw [h, Matrix.mul_assoc, hWr, Matrix.mul_one]
  have hWX : W * X = T - 1 := by
    have h : X = (T + 1) * (T - 1) := by rw [hX]; noncomm_ring
    rw [h, ← Matrix.mul_assoc, hWl, Matrix.one_mul]
  -- the deviation of `T` from the identity lives on the projectors
  have hdev : (1 / 2 : ℂ) • (X - X * W * (W * X)) = T - 1 := by
    have h : X - (T - 1) * (T - 1) = (2 : ℂ) • (T - 1) := by
      rw [hX, two_smul]
      noncomm_ring
    rw [hXW, hWX, h, smul_smul]
    norm_num
  obtain ⟨N, hN⟩ : ∃ N, N = (1 / 2 : ℂ) • (q - q * (Pᴴ * (W * W) * P) * q) := ⟨_, rfl⟩
  have hNT : augmented P N = T := by
    have h : P * N * Pᴴ = (1 / 2 : ℂ) • (X - X * W * (W * X)) := by
      rw [hN, hXP]
      simp only [Matrix.mul_smul, Matrix.smul_mul, Matrix.mul_sub, Matrix.sub_mul,
        Matrix.mul_assoc]
    rw [augmented, h, hdev]
    abel
  have hNh : N.IsHermitian := by
    have hs : star (1 / 2 : ℂ) = 1 / 2 := by simp
    rw [Matrix.IsHermitian, hN]
    simp only [conjTranspose_smul, conjTranspose_sub, conjTranspose_mul,
      conjTranspose_conjTranspose, hq.eq, hWh, hs, Matrix.mul_assoc]
  refine ⟨N, hNh, ?_, ?_⟩
  · rw [hNT]
    exact hT
  · rw [hNT, hT.isHermitian.eq, hTT]

/-- For Hermitian `q`, the ultrasoft overlap `S = 1 + P q Pᴴ` is positive definite if and only if
`S = Tᴴ T` for some invertible PAW-type map `T = 1 + P N Pᴴ` with Hermitian `N`. -/
theorem overlap_posDef_iff_exists_map (P : Matrix n m ℂ) {q : Matrix m m ℂ}
    (hq : q.IsHermitian) :
    (augmented P q).PosDef ↔ ∃ N : Matrix m m ℂ, N.IsHermitian ∧ IsUnit (augmented P N) ∧
      (augmented P N)ᴴ * augmented P N = augmented P q := by
  constructor
  · intro hS
    obtain ⟨N, hN, hT, h⟩ := exists_posDef_map P hq hS
    exact ⟨N, hN, hT.isUnit, h⟩
  · rintro ⟨N, -, hT, h⟩
    rw [← h]
    have hu : IsUnit ((augmented P N)ᴴ * augmented P N) := hT.star.mul hT
    exact (Matrix.posSemidef_conjTranspose_mul_self _).posDef_iff_isUnit.mpr hu

variable [DecidableEq m]

/-- If `Pᴴ P` is invertible, the operator `1 + P A Pᴴ` determines its coefficient matrix `A`. -/
theorem augmented_injective {P : Matrix n m ℂ} (hP : IsUnit (Pᴴ * P)) :
    Function.Injective (augmented P) := by
  intro A B h
  have h1 : P * A * Pᴴ = P * B * Pᴴ := add_left_cancel h
  -- sandwich between the projectors and cancel the Gram matrix on both sides
  have h2 : (Pᴴ * P) * (A * (Pᴴ * P)) = (Pᴴ * P) * (B * (Pᴴ * P)) := by
    have h3 := congrArg (fun M => Pᴴ * M * P) h1
    simpa only [Matrix.mul_assoc] using h3
  exact hP.mul_right_cancel (hP.mul_left_cancel h2)

/-- If `Pᴴ P` is invertible, the map `T = 1 + P N Pᴴ` reproduces the overlap `1 + P q Pᴴ` exactly
when `N` solves the small quadratic equation `N + Nᴴ + Nᴴ (Pᴴ P) N = q`. -/
theorem map_reproduces_overlap_iff {P : Matrix n m ℂ} (hP : IsUnit (Pᴴ * P))
    (N q : Matrix m m ℂ) :
    (augmented P N)ᴴ * augmented P N = augmented P q ↔
      N + Nᴴ + Nᴴ * (Pᴴ * P) * N = q := by
  rw [conjTranspose_mul_augmented]
  exact (augmented_injective hP).eq_iff

/-- If `Pᴴ P` is invertible, two positive definite PAW-type maps with the same overlap have the
same coefficient matrix. -/
theorem posDef_map_unique {P : Matrix n m ℂ} (hP : IsUnit (Pᴴ * P)) {N N' : Matrix m m ℂ}
    (hN : (augmented P N).PosDef) (hN' : (augmented P N').PosDef)
    (h : (augmented P N)ᴴ * augmented P N = (augmented P N')ᴴ * augmented P N') :
    N = N' := by
  rw [hN.isHermitian.eq, hN'.isHermitian.eq] at h
  apply augmented_injective hP
  -- both maps are the positive square root of the common overlap
  rw [← CFC.sqrt_mul_self (augmented P N) (Matrix.nonneg_iff_posSemidef.mpr hN.posSemidef), h,
    CFC.sqrt_mul_self (augmented P N') (Matrix.nonneg_iff_posSemidef.mpr hN'.posSemidef)]

/-- If `Pᴴ P` is invertible, the coefficient matrices `N` and `-N - 2 (Pᴴ P)⁻¹` give PAW-type maps
with the same overlap. -/
theorem reflected_map_same_overlap {P : Matrix n m ℂ} (hP : IsUnit (Pᴴ * P))
    (N : Matrix m m ℂ) :
    (augmented P (-N - 2 • (Pᴴ * P)⁻¹))ᴴ * augmented P (-N - 2 • (Pᴴ * P)⁻¹) =
      (augmented P N)ᴴ * augmented P N := by
  have hdet : IsUnit (Pᴴ * P).det := (Matrix.isUnit_iff_isUnit_det _).mp hP
  have hG : ((Pᴴ * P)⁻¹)ᴴ = (Pᴴ * P)⁻¹ :=
    (Matrix.isHermitian_conjTranspose_mul_self P).inv.eq
  have e1 : Nᴴ * (Pᴴ * P) * (Pᴴ * P)⁻¹ = Nᴴ := by
    rw [Matrix.mul_assoc, Matrix.mul_nonsing_inv _ hdet, Matrix.mul_one]
  have e2 : (Pᴴ * P)⁻¹ * (Pᴴ * P) = 1 := Matrix.nonsing_inv_mul _ hdet
  rw [conjTranspose_mul_augmented, conjTranspose_mul_augmented]
  congr 1
  simp only [two_nsmul, conjTranspose_sub, conjTranspose_neg, conjTranspose_add, hG,
    Matrix.sub_mul, Matrix.mul_sub, Matrix.add_mul, Matrix.mul_add, Matrix.neg_mul,
    Matrix.mul_neg, e1, e2, Matrix.one_mul]
  abel

end UltrasoftOverlapFactorization
```

```lean
#print axioms UltrasoftOverlapFactorization.overlap_posDef_iff_exists_map
-- 'UltrasoftOverlapFactorization.overlap_posDef_iff_exists_map' depends on axioms: [propext, Classical.choice, Quot.sound]
#print axioms UltrasoftOverlapFactorization.map_reproduces_overlap_iff
-- 'UltrasoftOverlapFactorization.map_reproduces_overlap_iff' depends on axioms: [propext, Classical.choice, Quot.sound]
#print axioms UltrasoftOverlapFactorization.posDef_map_unique
-- 'UltrasoftOverlapFactorization.posDef_map_unique' depends on axioms: [propext, Classical.choice, Quot.sound]
#print axioms UltrasoftOverlapFactorization.reflected_map_same_overlap
-- 'UltrasoftOverlapFactorization.reflected_map_same_overlap' depends on axioms: [propext, Classical.choice, Quot.sound]
```

## From the matrix root to the coefficients

`exists_posDef_sqrt` takes Mathlib's `CFC.sqrt` and shows that it is invertible, since its determinant squares to that of \(S\).

`exists_posDef_map` follows the derivation above. `hXW` and `hWX` are the two factorisations, with `noncomm_ring` expanding products without commuting matrices. `hdev` is the formula for \(T-1\), `hNT` identifies the root with `augmented P N`, and `hNh` shows that `N` is Hermitian. The main theorem takes its forward direction from this lemma; its converse uses that \(T^\dagger T\) is positive semidefinite and invertible.

`conjTranspose_mul_augmented` multiplies out \(T^\dagger T\). `augmented_injective` sandwiches between \(P^\dagger\) and \(P\) and cancels \(G\) on both sides; together they give the quadratic equation in `map_reproduces_overlap_iff`. `posDef_map_unique` recognises both maps as the positive root of the same overlap, and `reflected_map_same_overlap` checks by expansion that \(N'=-N-2G^{-1}\) gives the same overlap as \(N\), with `e1` and `e2` cancelling \(G\) against its inverse.
